# Second derivative of the Hubbard energy: a fixed-potential term and a response term

For a twice differentiable path $n(t)$ of real square occupation matrices and a constant effective interaction $U$, the simplified rotationally invariant Hubbard energy of DFT+U for one site and spin channel, $E=\frac U2\mathrm{Tr}(n-n^2)$, satisfies

$$E''=\mathrm{Tr}(Vn'')-U\,\mathrm{Tr}(n'n'),\qquad V=U(\tfrac12-n).$$

Here the first term is called bare and the second response. If $t$ is an atomic displacement and $n(t)$ is the occupation matrix of one site and spin channel at that displacement, then $E''$ is the contribution of this Hubbard energy to a force constant, that is, to the second derivative of the total energy. The value of $U$ is fixed and the path $n(t)$ is prescribed.

"Bare" means that $V$ is held fixed. The matrix $n''$ is the total second derivative, including any relaxation of the orbitals. How $n$ follows from the electronic structure is not modelled.

The finite type `ι` labels the localized orbitals, so matrices may have any finite size. They need not be symmetric or have eigenvalues between 0 and 1.

```lean
import Mathlib

open Matrix

namespace HubbardForceConstants

noncomputable section

variable {ι : Type*} [Fintype ι]
```

The energy and potential are `hubbardEnergy` and `hubbardPotential`.

```lean
/-- The Hubbard energy `(U/2) Tr(n - n²)` of an occupation matrix `n`. -/
def hubbardEnergy (U : ℝ) (n : Matrix ι ι ℝ) : ℝ := U / 2 * (n - n * n).trace

/-- The Hubbard potential `U (1/2 - n)` in the localized subspace. -/
def hubbardPotential [DecidableEq ι] (U : ℝ) (n : Matrix ι ι ℝ) : Matrix ι ι ℝ :=
  U • ((1 / 2 : ℝ) • (1 : Matrix ι ι ℝ) - n)
```

Paths are differentiated entry by entry. `HasDerivAt f c t` says that $f$ is differentiable at $t$ with derivative $c$.

```lean
/-- The matrix path `n` has derivative `n'` at `t`, entry by entry. -/
def HasMatrixDerivAt {κ : Type*} (n : ℝ → Matrix κ κ ℝ) (n' : Matrix κ κ ℝ) (t : ℝ) : Prop :=
  ∀ i j, HasDerivAt (fun s => n s i j) (n' i j) t
```

**(a) Differentiate the trace of a matrix path $a(t)$.**

The trace is a finite sum, so $(\sum_i a_{ii})'=\sum_i a'_{ii}=\mathrm{Tr}\,a'$.

```lean
/-- The trace of a differentiable matrix path has the trace of the derivative as derivative. -/
theorem hasDerivAt_trace {a : ℝ → Matrix ι ι ℝ} {a' : Matrix ι ι ℝ} {t : ℝ}
    (ha : HasMatrixDerivAt a a' t) : HasDerivAt (fun s => (a s).trace) a'.trace t := by
  have h : HasDerivAt (fun s => ∑ i, a s i i) (∑ i, a' i i) t :=
    HasDerivAt.fun_sum fun i _ => ha i i
  exact h
```

**(b) Find the product rule for $\mathrm{Tr}(ab)$.**

Differentiate each product in $\mathrm{Tr}(ab)=\sum_{ij}a_{ij}b_{ji}$:

$$\sum_{ij}(a'_{ij}b_{ji}+a_{ij}b'_{ji})=\mathrm{Tr}(a'b)+\mathrm{Tr}(ab').$$

Lean proves this double sum first, then matches it to the traces.

```lean
/-- Product rule for the trace of a product of two matrix paths. -/
theorem hasDerivAt_trace_mul {a b : ℝ → Matrix ι ι ℝ} {a' b' : Matrix ι ι ℝ} {t : ℝ}
    (ha : HasMatrixDerivAt a a' t) (hb : HasMatrixDerivAt b b' t) :
    HasDerivAt (fun s => (a s * b s).trace) ((a' * b t).trace + (a t * b').trace) t := by
  have h : HasDerivAt (fun s => ∑ i, ∑ j, a s i j * b s j i)
      (∑ i, ∑ j, (a' i j * b t j i + a t i j * b' j i)) t :=
    HasDerivAt.fun_sum fun i _ => HasDerivAt.fun_sum fun j _ => (ha i j).fun_mul (hb j i)
  simp only [Matrix.trace, Matrix.diag_apply, Matrix.mul_apply, ← Finset.sum_add_distrib]
  exact h
```

**(c) Expand $\mathrm{Tr}(Va)$ for any matrix $a$.**

By linearity, $\mathrm{Tr}(Va)=U\left(\frac12\mathrm{Tr}\,a-\mathrm{Tr}(na)\right)$.

```lean
variable [DecidableEq ι]

/-- The Hubbard potential traced against a matrix `a` gives `U (Tr a / 2 - Tr(n a))`. -/
theorem trace_potential_mul (U : ℝ) (n a : Matrix ι ι ℝ) :
    (hubbardPotential U n * a).trace = U * (a.trace / 2 - (n * a).trace) := by
  simp only [hubbardPotential, Matrix.smul_mul, Matrix.sub_mul, Matrix.one_mul,
    Matrix.trace_smul, Matrix.trace_sub, smul_eq_mul]
  ring
```

**(d) Find the first-order energy change.**

Parts (a) and (b) give

$$E'=\tfrac U2\left[\mathrm{Tr}\,n'-\mathrm{Tr}(n'n)-\mathrm{Tr}(nn')\right].$$

The last two traces agree by cyclicity (`Matrix.trace_mul_comm`), so $E'=U\left(\frac12\mathrm{Tr}\,n'-\mathrm{Tr}(nn')\right)=\mathrm{Tr}(Vn')$ by (c).

```lean
/-- First order: along a path of occupation matrices the Hubbard energy changes at the rate
`Tr(V n')`, with `V` the Hubbard potential. -/
theorem hasDerivAt_energy (U : ℝ) {n : ℝ → Matrix ι ι ℝ} {n' : Matrix ι ι ℝ} {t : ℝ}
    (hn : HasMatrixDerivAt n n' t) :
    HasDerivAt (fun s => hubbardEnergy U (n s)) (hubbardPotential U (n t) * n').trace t := by
  have h := ((hasDerivAt_trace hn).fun_sub (hasDerivAt_trace_mul hn hn)).const_mul (U / 2)
  have hE : (fun s => hubbardEnergy U (n s)) =
      fun s => U / 2 * ((n s).trace - (n s * n s).trace) := by
    funext s
    simp only [hubbardEnergy, Matrix.trace_sub]
  rw [hE]
  refine h.congr_deriv ?_
  -- the two halves of the derivative of `Tr(n²)` agree by cyclicity
  rw [trace_potential_mul, Matrix.trace_mul_comm n' (n t)]
  ring
```

**(e) Differentiate $\mathrm{Tr}(Va)$ when both $n$ and $a$ vary.**

Differentiating the expansion in (c) gives

$$U\left(\tfrac12\mathrm{Tr}\,a'-\mathrm{Tr}(n'a)-\mathrm{Tr}(na')\right)=\mathrm{Tr}(Va')-U\,\mathrm{Tr}(n'a).$$

The last term comes from $V'=-Un'$.

```lean
/-- The quantity `Tr(V a)` changes through `a` itself and through the Hubbard potential, which
follows the occupations. -/
theorem hasDerivAt_trace_potential (U : ℝ) {n a : ℝ → Matrix ι ι ℝ} {n' a' : Matrix ι ι ℝ}
    {t : ℝ} (hn : HasMatrixDerivAt n n' t) (ha : HasMatrixDerivAt a a' t) :
    HasDerivAt (fun s => (hubbardPotential U (n s) * a s).trace)
      ((hubbardPotential U (n t) * a').trace - U * (n' * a t).trace) t := by
  simp only [trace_potential_mul]
  have h := (((hasDerivAt_trace ha).div_const 2).fun_sub
    (hasDerivAt_trace_mul hn ha)).const_mul U
  exact h.congr_deriv (by ring)
```

**(f) Find the mixed force constant for two displacements $l$ and $m$.**

By (d), $\partial_mE=\mathrm{Tr}(V\partial_mn)$ at $m_0$ for every $l$. Apply (e) in the variable $l$ with $a=\partial_mn$:

$$\partial_l\partial_mE=\mathrm{Tr}(V\,\partial_l\partial_mn)-U\,\mathrm{Tr}(\partial_ln\,\partial_mn).$$

In Lean, `nl`, `nm` and `nlm` are $\partial_ln$, $\partial_mn$ and $\partial_l\partial_mn$. The proof replaces the inner `deriv` by the trace from (d).

```lean
/-- Hubbard force constant for two displacements `l` and `m`: the mixed second derivative of the
energy is the bare term `Tr(V ∂l∂m n)` plus the response term `-U Tr(∂l n ∂m n)`. -/
theorem mixed_force_constant (U : ℝ) {n : ℝ → ℝ → Matrix ι ι ℝ} {nm : ℝ → Matrix ι ι ℝ}
    {nl nlm : Matrix ι ι ℝ} {l₀ m₀ : ℝ}
    (hm : ∀ l, HasMatrixDerivAt (n l) (nm l) m₀)
    (hl : HasMatrixDerivAt (fun l => n l m₀) nl l₀)
    (hlm : HasMatrixDerivAt nm nlm l₀) :
    HasDerivAt (fun l => deriv (fun m => hubbardEnergy U (n l m)) m₀)
      ((hubbardPotential U (n l₀ m₀) * nlm).trace - U * (nl * nm l₀).trace) l₀ := by
  have hF : (fun l => deriv (fun m => hubbardEnergy U (n l m)) m₀) =
      fun l => (hubbardPotential U (n l m₀) * nm l).trace :=
    funext fun l => (hasDerivAt_energy U (hm l)).deriv
  rw [hF]
  exact hasDerivAt_trace_potential U hl hlm
```

The same argument covers several sites and spin channels with constants $U_I$: the energies add, and so do their bare and response terms.

**(g) Find the second derivative along one path.**

Since $E'=\mathrm{Tr}(Vn')$ at every point, (e) with $a=n'$ gives the opening formula. The hypothesis `h1` supplies $n'$ along the whole path; `h2` supplies $n''$ at $t$ only.

```lean
/-- Along a twice differentiable path of occupation matrices the second derivative of the Hubbard
energy is the bare term `Tr(V n'')` plus the response term `-U Tr(n' n')`. -/
theorem force_constant (U : ℝ) {n n' : ℝ → Matrix ι ι ℝ} {n'' : Matrix ι ι ℝ} {t : ℝ}
    (h1 : ∀ s, HasMatrixDerivAt n (n' s) s) (h2 : HasMatrixDerivAt n' n'' t) :
    HasDerivAt (deriv fun s => hubbardEnergy U (n s))
      ((hubbardPotential U (n t) * n'').trace - U * (n' t * n' t).trace) t := by
  have hF : (deriv fun s => hubbardEnergy U (n s)) =
      fun s => (hubbardPotential U (n s) * n' s).trace :=
    funext fun s => (hasDerivAt_energy U (h1 s)).deriv
  rw [hF]
  exact hasDerivAt_trace_potential U (h1 t) h2
```

**(h) Show that $E''<\mathrm{Tr}(Vn'')$ if $U>0$ and $n'(t)$ is symmetric and nonzero.**

Symmetry gives $\mathrm{Tr}(n'n')=\sum_{ij}(n'_{ij})^2$. Some entry is nonzero, so the sum is positive and the response term is negative. `Finset.sum_pos'` carries out the positivity step.

```lean
/-- For `U > 0` and a nonzero symmetric first-order change of the occupations, the second
derivative of the Hubbard energy lies strictly below its bare term. -/
theorem response_softens {U : ℝ} (hU : 0 < U) {n n' : ℝ → Matrix ι ι ℝ} {n'' : Matrix ι ι ℝ}
    {t : ℝ} (h1 : ∀ s, HasMatrixDerivAt n (n' s) s) (h2 : HasMatrixDerivAt n' n'' t)
    (hS : (n' t).IsSymm) (h0 : n' t ≠ 0) :
    deriv (deriv fun s => hubbardEnergy U (n s)) t < (hubbardPotential U (n t) * n'').trace := by
  rw [(force_constant U h1 h2).deriv]
  -- for a symmetric matrix the trace of the square is the sum of the squared entries
  have hsq : (n' t * n' t).trace = ∑ i, ∑ j, (n' t i j) ^ 2 := by
    simp only [Matrix.trace, Matrix.diag_apply, Matrix.mul_apply]
    refine Finset.sum_congr rfl fun i _ => Finset.sum_congr rfl fun j _ => ?_
    rw [hS.apply i j, sq]
  have hex : ∃ i j, n' t i j ≠ 0 := by
    by_contra hcon
    push Not at hcon
    exact h0 (Matrix.ext hcon)
  obtain ⟨i, j, hij⟩ := hex
  have hpos : 0 < (n' t * n' t).trace := by
    rw [hsq]
    refine Finset.sum_pos' (fun k _ => Finset.sum_nonneg fun l _ => sq_nonneg _)
      ⟨i, Finset.mem_univ i, ?_⟩
    exact Finset.sum_pos' (fun l _ => sq_nonneg _) ⟨j, Finset.mem_univ j, by positivity⟩
  have := mul_pos hU hpos
  linarith
```

**(i) Show that the two terms cancel if $n^2=n$ along the path.**

Here $E=0$ everywhere, hence $E''=0$, and (g) gives $\mathrm{Tr}(Vn'')=U\,\mathrm{Tr}(n'n')$. Lean compares the two derivatives by uniqueness. In the theorem's name, "response" stands for $U\,\mathrm{Tr}(n'n')$, which is the response term without its minus sign. Physically, idempotence means that every localized eigenorbital is entirely filled or empty.

```lean
/-- If the occupation matrix stays idempotent along a twice differentiable path, the bare term `Tr(V
n'')` equals `U Tr(n' n')`. -/
theorem bare_eq_response_of_idempotent (U : ℝ) {n n' : ℝ → Matrix ι ι ℝ} {n'' : Matrix ι ι ℝ}
    {t : ℝ} (h1 : ∀ s, HasMatrixDerivAt n (n' s) s) (h2 : HasMatrixDerivAt n' n'' t)
    (hP : ∀ s, n s * n s = n s) :
    (hubbardPotential U (n t) * n'').trace = U * (n' t * n' t).trace := by
  have h := force_constant U h1 h2
  -- the energy vanishes identically on the path
  have hF : (deriv fun s => hubbardEnergy U (n s)) = fun _ => (0 : ℝ) := by
    funext s
    simp [hubbardEnergy, hP]
  rw [hF] at h
  have h3 := h.unique (hasDerivAt_const t (0 : ℝ))
  linarith
```

**(j) Evaluate both terms for one filled orbital $(\cos t,\sin t)$ rotating in a plane.**

Write

$$n=\tfrac12(1+R),\qquad R=\begin{pmatrix}\cos2t&\sin2t\\ \sin2t&-\cos2t\end{pmatrix},\qquad R^2=1.$$

Then $n^2=\frac14(2+2R)=n$. Also $V=-\frac U2R$ and $n''=-2R$, so the bare term is $U\,\mathrm{Tr}\,R^2=2U$. Finally, $n'=\frac12R'$ squares to the identity, so the response term is $-2U$. Omitting it would leave a spurious second derivative $2U$ at every angle.

The file writes the entries as products of $\cos t$ and $\sin t$.

```lean
/-- Occupation matrix of one filled orbital at angle `t` in a two-dimensional real space. -/
def rotatingOrbital (t : ℝ) : Matrix (Fin 2) (Fin 2) ℝ :=
  !![Real.cos t * Real.cos t, Real.cos t * Real.sin t;
     Real.cos t * Real.sin t, Real.sin t * Real.sin t]

/-- First-order change of the occupation matrix of the rotating orbital. -/
def rotatingOrbital' (t : ℝ) : Matrix (Fin 2) (Fin 2) ℝ :=
  !![-2 * (Real.cos t * Real.sin t), Real.cos t * Real.cos t - Real.sin t * Real.sin t;
     Real.cos t * Real.cos t - Real.sin t * Real.sin t, 2 * (Real.cos t * Real.sin t)]

/-- Second-order change of the occupation matrix of the rotating orbital. -/
def rotatingOrbital'' (t : ℝ) : Matrix (Fin 2) (Fin 2) ℝ :=
  !![-2 * (Real.cos t * Real.cos t - Real.sin t * Real.sin t), -4 * (Real.cos t * Real.sin t);
     -4 * (Real.cos t * Real.sin t), 2 * (Real.cos t * Real.cos t - Real.sin t * Real.sin t)]
```

The check differentiates these entries, then obtains idempotence and both traces from $\sin^2t+\cos^2t=1$ through `linear_combination`.

```lean
/-- The rotating orbital is a twice differentiable path of idempotent occupation matrices, with
bare term `2U` and `U Tr(n' n') = 2U` at every angle. -/
theorem rotatingOrbital_witness (U t : ℝ) :
    HasMatrixDerivAt rotatingOrbital (rotatingOrbital' t) t ∧
    HasMatrixDerivAt rotatingOrbital' (rotatingOrbital'' t) t ∧
    rotatingOrbital t * rotatingOrbital t = rotatingOrbital t ∧
    (hubbardPotential U (rotatingOrbital t) * rotatingOrbital'' t).trace = 2 * U ∧
    U * (rotatingOrbital' t * rotatingOrbital' t).trace = 2 * U := by
  have hc := Real.hasDerivAt_cos t
  have hs := Real.hasDerivAt_sin t
  have h := Real.sin_sq_add_cos_sq t
  have hcs : HasDerivAt (fun s => Real.cos s * Real.sin s)
      (Real.cos t * Real.cos t - Real.sin t * Real.sin t) t :=
    (hc.fun_mul hs).congr_deriv (by ring)
  have hcc : HasDerivAt (fun s => Real.cos s * Real.cos s)
      (-2 * (Real.cos t * Real.sin t)) t := (hc.fun_mul hc).congr_deriv (by ring)
  have hss : HasDerivAt (fun s => Real.sin s * Real.sin s)
      (2 * (Real.cos t * Real.sin t)) t := (hs.fun_mul hs).congr_deriv (by ring)
  have hd : HasDerivAt (fun s => Real.cos s * Real.cos s - Real.sin s * Real.sin s)
      (-4 * (Real.cos t * Real.sin t)) t := (hcc.fun_sub hss).congr_deriv (by ring)
  refine ⟨?_, ?_, ?_, ?_, ?_⟩
  · intro i j
    fin_cases i <;> fin_cases j
    exacts [hcc, hcs, hcs, hss]
  · intro i j
    fin_cases i <;> fin_cases j
    exacts [hcs.const_mul (-2), hd, hd, hcs.const_mul 2]
  · have e11 : Real.cos t * Real.cos t * (Real.cos t * Real.cos t) +
        Real.cos t * Real.sin t * (Real.cos t * Real.sin t) = Real.cos t * Real.cos t := by
      linear_combination Real.cos t * Real.cos t * h
    have e12 : Real.cos t * Real.cos t * (Real.cos t * Real.sin t) +
        Real.cos t * Real.sin t * (Real.sin t * Real.sin t) = Real.cos t * Real.sin t := by
      linear_combination Real.cos t * Real.sin t * h
    have e21 : Real.cos t * Real.sin t * (Real.cos t * Real.cos t) +
        Real.sin t * Real.sin t * (Real.cos t * Real.sin t) = Real.cos t * Real.sin t := by
      linear_combination Real.cos t * Real.sin t * h
    have e22 : Real.cos t * Real.sin t * (Real.cos t * Real.sin t) +
        Real.sin t * Real.sin t * (Real.sin t * Real.sin t) = Real.sin t * Real.sin t := by
      linear_combination Real.sin t * Real.sin t * h
    simp only [rotatingOrbital, Matrix.mul_fin_two, e11, e12, e21, e22]
  · simp only [trace_potential_mul, rotatingOrbital, rotatingOrbital'', Matrix.mul_fin_two,
      Matrix.trace_fin_two_of]
    linear_combination 2 * U * (Real.sin t ^ 2 + Real.cos t ^ 2 + 1) * h
  · simp only [rotatingOrbital', Matrix.mul_fin_two, Matrix.trace_fin_two_of]
    linear_combination 2 * U * (Real.sin t ^ 2 + Real.cos t ^ 2 + 1) * h

end

end HubbardForceConstants
```

```lean
#print axioms HubbardForceConstants.mixed_force_constant
#print axioms HubbardForceConstants.response_softens
#print axioms HubbardForceConstants.bare_eq_response_of_idempotent
```

```
'HubbardForceConstants.mixed_force_constant' depends on axioms: [propext, Classical.choice, Quot.sound]
'HubbardForceConstants.response_softens' depends on axioms: [propext, Classical.choice, Quot.sound]
'HubbardForceConstants.bare_eq_response_of_idempotent' depends on axioms: [propext, Classical.choice, Quot.sound]
```
